# A bond interaction couples two Slater determinants with no common orbital

Two particles live on four sites, with four orbitals whose amplitudes are `1/2` or `-1/2` in a Hadamard pattern, and they interact with unit strength when one is on site 0 and the other on site 1. The theorem `double_excitation_sharp` states that the orbital lists (0, 1) and (2, 3) have nothing in common, and that the interaction nevertheless has matrix element 1/2 between their Slater determinants. The determinants are unnormalised; with the usual factor 1/√2 on each, the value would be 1/4. The proof settles the first claim by `decide`, and for the second it reduces the interaction to its single pair term, writes out the sum over the positions of both particles, and leaves the arithmetic to `simp` and `norm_num`.

An attempt in Lean 4 with a fault in it:

```lean
import Mathlib

open scoped ComplexConjugate

namespace SlaterCondonVanishing

noncomputable section

variable {X ι : Type*} [Fintype X] [DecidableEq ι] {N : ℕ}

/-- The set of orbitals occurring in the list `a`. -/
def occupied (a : Fin N → ι) : Finset ι := Finset.univ.image a

omit [Fintype X] [DecidableEq ι] in
/-- The unnormalised Slater determinant of the orbitals listed by `a`, at the
configuration `x` of `N` particles. -/
def slater (φ : ι → X → ℂ) (a : Fin N → ι) (x : Fin N → X) : ℂ :=
  Matrix.det (Matrix.of fun i j => φ (a i) (x j))

/-- The matrix element of the multiplication operator `W` between the Slater determinants
listed by `a` and `b`. -/
def matrixElement (φ : ι → X → ℂ) (W : (Fin N → X) → ℂ) (a b : Fin N → ι) : ℂ :=
  ∑ x : Fin N → X, conj (slater φ a x) * W x * slater φ b x

/-- The two-body interaction: the sum of `V (x i) (x k)` over all pairs `i < k`. -/
def pairInteraction (V : X → X → ℂ) (x : Fin N → X) : ℂ :=
  ∑ i, ∑ k ∈ Finset.Ioi i, V (x i) (x k)

/-- Four orbitals on four sites, with amplitudes `1/2` or `-1/2` in a Hadamard pattern. -/
def hadamardOrbital (a x : Fin 4) : ℂ :=
  (!![1, 1, 1, 1; 1, -1, 1, -1; 1, 1, -1, -1; 1, -1, -1, 1] : Matrix (Fin 4) (Fin 4) ℂ) a x / 2

/-- A symmetric interaction of unit strength between a particle on site 0 and one on site 1. -/
def bondInteraction (x y : Fin 4) : ℂ :=
  if (x = 0 ∧ y = 1) ∨ (x = 1 ∧ y = 0) then 1 else 0

/-- The lists `(0, 1)` and `(2, 3)` share no orbital, and the bond interaction has matrix element
`1/2` between their unnormalised determinants of Hadamard orbitals. -/
theorem double_excitation_sharp :
    (occupied (![0, 1] : Fin 2 → Fin 4) ∩ occupied (![2, 3] : Fin 2 → Fin 4)).card = 0 ∧
    matrixElement hadamardOrbital (pairInteraction bondInteraction) ![0, 1] ![2, 3] = 1 / 2 := by
  refine ⟨by decide, ?_⟩
  have h0 : Finset.Ioi (0 : Fin 2) = {1} := by decide
  have h1 : Finset.Ioi (1 : Fin 2) = ∅ := by decide
  have hV : ∀ x : Fin 2 → Fin 4,
      pairInteraction bondInteraction x = bondInteraction (x 0) (x 1) := by
    intro x
    simp [pairInteraction, Fin.sum_univ_two, h0, h1]
  unfold matrixElement
  rw [← (finTwoArrowEquiv (Fin 4)).symm.sum_comp, Fintype.sum_prod_type]
  simp [hV, slater, Matrix.det_fin_two, Fin.sum_univ_four, bondInteraction, hadamardOrbital,
    finTwoArrowEquiv]
  norm_num

end

end SlaterCondonVanishing
```

Lean reports:

```
Main.lean:41:95: error: unsolved goals
h0 : Finset.Ioi 0 = {1}
h1 : Finset.Ioi 1 = ∅
hV : ∀ (x : Fin 2 → Fin 4), pairInteraction bondInteraction x = bondInteraction (x 0) (x 1)
⊢ -((((starRingEnd ℂ) 2)⁻¹ * (-1 / (starRingEnd ℂ) 2) - ((starRingEnd ℂ) 2)⁻¹ * ((starRingEnd ℂ) 2)⁻¹) * (1 / 2)) +
      (((starRingEnd ℂ) 2)⁻¹ * ((starRingEnd ℂ) 2)⁻¹ - ((starRingEnd ℂ) 2)⁻¹ * (-1 / (starRingEnd ℂ) 2)) * (1 / 2) =
    1 / 2
```

What went wrong. The error reports the goal that is left when the proof ends. It is an equation between numbers, except that the number 2 still stands under complex conjugation, as `(starRingEnd ℂ) 2`. The conjugate comes from the left-hand determinant in `matrixElement`, and the 2 from the division by 2 in `hadamardOrbital`. Neither `simp` nor the bare `norm_num` replaced the conjugate of 2 by 2, so the arithmetic could not be finished.

The repair proves the missing equation as `h2`, using `map_ofNat`, which says that a ring homomorphism such as conjugation sends a numeral to the same numeral. Passing `h2` to `norm_num` lets it rewrite each conjugated 2 as an ordinary 2. The left side is then 1/4 + 1/4, which is the required 1/2.

As a diff, the version that Lean accepts:

```diff
@@ -51,5 +51,6 @@
   simp [hV, slater, Matrix.det_fin_two, Fin.sum_univ_four, bondInteraction, hadamardOrbital,
     finTwoArrowEquiv]
-  norm_num
+  have h2 : (starRingEnd ℂ) 2 = 2 := map_ofNat (starRingEnd ℂ) 2
+  norm_num [h2]
 
 end
```
